# Gram-matrix bounds on the bond truncation error in a non-canonical gauge

Take a two-dimensional bond with weights \(s=(1,\tfrac12)\), and discard the smaller weight. The discarded weight is \(\tfrac14\) out of a total of \(\tfrac54\), which suggests a relative squared error of 20%. Suppose, however, that the tensors on the two sides of the bond are \(L=\mathrm{diag}(1,2)\) and \(R=\mathrm{diag}(1,3)\). The state is then \(L\,\mathrm{diag}(s)\,R=\mathrm{diag}(1,3)\), with squared norm 10, and the truncation removes 9 of it. The true relative squared error is 90%, and discarding the larger weight would have done less damage.

The discarded weight equals the squared error, measured as the squared distance to the truncated state before any renormalisation, when the block states on each side of the bond are orthonormal, as in the canonical gauge. In other gauges the two numbers can differ, and the overlaps of the block states limit the factor between them.

## Two-sided bounds from the block overlaps

Cut a pure state at one bond and write its coefficients as a matrix \(LXR\). The row index of \(L\) runs over the configurations to the left of the cut, and the column index of \(R\) over those to the right. The bond matrix \(X\) sits between them; it may also stand for a change in the bond matrix. The columns of \(L\) are the left block states and \(L^\dagger L\) is their overlap (Gram) matrix. The rows of \(R\) are the right block states, and \(RR^\dagger\) is their overlap matrix up to transposition.

Let \(\|M\|^2=\sum_{ij}|M_{ij}|^2\) be the squared Frobenius norm, which for a coefficient matrix in an orthonormal basis of configurations is the squared norm of the state. Assume, in the positive semidefinite order,
\[
a\,\mathbb 1\le L^\dagger L\le b\,\mathbb 1,\qquad c\,\mathbb 1\le RR^\dagger\le d\,\mathbb 1,\qquad a\ge 0 .
\]
The numbers \(a,b\) bound the eigenvalues of the left overlap matrix, and \(c,d\) those of the right one. They limit how far each set of block states can be from being orthonormal. The claim is that every \(X\) of matching shape satisfies
\[
ac\,\|X\|^2\le\|LXR\|^2\le bd\,\|X\|^2 .
\]

**The left factor.** Since \((M^\dagger M)_{jj}=\sum_i|M_{ij}|^2\), we have \(\|M\|^2=\operatorname{tr}(M^\dagger M)\). If \(P\ge0\), then \(X^\dagger PX\ge0\), and its trace is non-negative. With \(P=L^\dagger L-a\mathbb 1\) this gives
\[
0\le\operatorname{tr}\big(X^\dagger(L^\dagger L-a\mathbb 1)X\big)=\|LX\|^2-a\|X\|^2 ,
\]
and \(P=b\mathbb 1-L^\dagger L\) gives \(\|LX\|^2\le b\|X\|^2\) in the same way.

**The right factor.** The norm is unchanged by taking adjoints, so \(\|XR\|=\|R^\dagger X^\dagger\|\). The matrix \(R^\dagger\) now acts from the left, and its Gram matrix is \((R^\dagger)^\dagger R^\dagger=RR^\dagger\). The previous step therefore yields \(c\|X\|^2\le\|XR\|^2\le d\|X\|^2\).

**Both factors.** Apply the left bounds to \(XR\) and then the right bounds to \(X\):
\[
\|LXR\|^2\ge a\|XR\|^2\ge ac\|X\|^2,\qquad \|LXR\|^2\le b\|XR\|^2\le bd\|X\|^2 .
\]
The first chain uses \(a\ge0\) and the second \(b\ge0\). A negative \(b\) is possible only if the bond has dimension zero, and then every term vanishes. The sign of \(c\) plays no role.

## Discarded weight, relative error and exact scaling

Let \(X=\mathrm{diag}(s)\), and keep only the weights with index in a set \(K\). The change in the bond matrix is diagonal, with entries \(s_i\) for \(i\notin K\) and zero otherwise. Its squared norm is the discarded weight \(w=\sum_{i\notin K}|s_i|^2\), so the squared error of the state lies between \(ac\,w\) and \(bd\,w\).

For a general replacement of \(X\) by \(Y\), use the lower bound on \(X\) and the upper bound on \(X-Y\):
\[
ac\|X\|^2\,\|L(X-Y)R\|^2\le\|LXR\|^2\,\|L(X-Y)R\|^2\le bd\|X-Y\|^2\,\|LXR\|^2 .
\]
When \(ac>0\) and \(X\ne0\), division shows that the relative squared error of the state is at most \(bd/(ac)\) times that of the bond matrix.

If \(L^\dagger LX=\mu X\) and \(XRR^\dagger=\nu X\), the scaling is exact. By cyclicity of the trace,
\[
\|LXR\|^2=\operatorname{tr}(R^\dagger X^\dagger L^\dagger LXR)=\mu\operatorname{tr}(X^\dagger XRR^\dagger)=\mu\nu\|X\|^2 .
\]
In the canonical gauge both overlap matrices are the identity, so \(\mu=\nu=1\) for every \(X\).

For matrix product state simulations, once \(a,b,c,d\) are known, the bounds turn a discarded weight computed in an imperfect gauge into an error estimate for a single truncation, at one bond that splits a finite system in two.

## The formal development

The index types `m` and `n` label the configurations on the two sides, and `p` and `q` the two ends of the bond. All are finite and may be empty. The bond matrix may be rectangular.

```lean
import Mathlib

open Matrix
open scoped ComplexOrder

namespace BondTruncationGauge

noncomputable section

variable {m p q n k : Type*} [Fintype m] [Fintype p] [Fintype q] [Fintype n] [Fintype k]
```

The squared norm is defined directly as a sum of squared moduli, so its meaning does not depend on a choice among Mathlib's matrix norms.

```lean
/-- The squared Frobenius norm of a complex matrix: the sum of its squared moduli. -/
def frobSq (M : Matrix m n ℂ) : ℝ := ∑ i, ∑ j, ‖M i j‖ ^ 2
```

`Between a G b` expresses \(a\mathbb 1\le G\le b\mathbb 1\) by requiring both differences to be positive semidefinite. The bounds are real numbers, cast to complex ones to multiply the identity.

```lean
/-- The matrix `G` lies between `a` and `b` times the identity in the positive
semidefinite order. -/
def Between [DecidableEq k] (a : ℝ) (G : Matrix k k ℂ) (b : ℝ) : Prop :=
  (G - (a : ℂ) • (1 : Matrix k k ℂ)).PosSemidef ∧
    ((b : ℂ) • (1 : Matrix k k ℂ) - G).PosSemidef

/-- The squared Frobenius norm is never negative. -/
theorem frobSq_nonneg (M : Matrix m n ℂ) : 0 ≤ frobSq M := by
  unfold frobSq
  positivity
```

The trace formula is the bridge between the norm and the semidefinite order. Its proof exchanges the two sums and then uses \(\bar z z=|z|^2\) entry by entry. Lean writes the adjoint as `ᴴ`.

```lean
/-- The squared Frobenius norm of `M` is the trace of `Mᴴ M`. -/
theorem frobSq_eq_trace (M : Matrix m n ℂ) : ((frobSq M : ℝ) : ℂ) = trace (Mᴴ * M) := by
  simp only [frobSq, Matrix.trace, Matrix.diag_apply, Matrix.mul_apply,
    Matrix.conjTranspose_apply]
  push_cast
  rw [Finset.sum_comm]
  refine Finset.sum_congr rfl fun j _ => Finset.sum_congr rfl fun i _ => ?_
  exact (Complex.conj_mul' _).symm
```

In the bounds for the left factor, `hG` identifies \(\operatorname{tr}(X^\dagger L^\dagger LX)\) with \(\|LX\|^2\), and `hs` evaluates the same sandwich for a multiple of the identity. The lemma `conjTranspose_mul_mul_same` is the statement that \(X^\dagger PX\ge0\) when \(P\ge0\). The traces are complex numbers, for which non-negative means real and non-negative; `Complex.zero_le_real` turns `h1` and `h2` into real inequalities.

```lean
/-- Bounds on the Gram matrix of the left environment bound the squared norm of `L X`. -/
theorem left_bounds [DecidableEq p] {L : Matrix m p ℂ} {a b : ℝ}
    (hL : Between a (Lᴴ * L) b) (X : Matrix p q ℂ) :
    a * frobSq X ≤ frobSq (L * X) ∧ frobSq (L * X) ≤ b * frobSq X := by
  have hG : trace (Xᴴ * (Lᴴ * L) * X) = ((frobSq (L * X) : ℝ) : ℂ) := by
    rw [frobSq_eq_trace]
    simp only [Matrix.conjTranspose_mul, Matrix.mul_assoc]
  have hs : ∀ t : ℝ, trace (Xᴴ * ((t : ℂ) • (1 : Matrix p p ℂ)) * X)
      = ((t * frobSq X : ℝ) : ℂ) := by
    intro t
    rw [Complex.ofReal_mul, frobSq_eq_trace]
    simp only [Matrix.mul_smul, Matrix.smul_mul, Matrix.mul_one, Matrix.trace_smul, smul_eq_mul]
  -- sandwich each semidefinite inequality between Xᴴ and X and take the trace
  have h1 := (hL.1.conjTranspose_mul_mul_same X).trace_nonneg
  have h2 := (hL.2.conjTranspose_mul_mul_same X).trace_nonneg
  rw [Matrix.mul_sub, Matrix.sub_mul, Matrix.trace_sub, hG, hs, ← Complex.ofReal_sub] at h1
  rw [Matrix.mul_sub, Matrix.sub_mul, Matrix.trace_sub, hG, hs, ← Complex.ofReal_sub] at h2
  have h3 := Complex.zero_le_real.mp h1
  have h4 := Complex.zero_le_real.mp h2
  constructor <;> linarith
```

The right factor is handled by the adjoint argument. `hX` and `hXR` state that the norm is invariant under adjoints, and `left_bounds` is applied to `Rᴴ` and `Xᴴ`.

```lean
/-- Bounds on the Gram matrix of the right environment bound the squared norm of `X R`. -/
theorem right_bounds [DecidableEq q] {R : Matrix q n ℂ} {c d : ℝ}
    (hR : Between c (R * Rᴴ) d) (X : Matrix p q ℂ) :
    c * frobSq X ≤ frobSq (X * R) ∧ frobSq (X * R) ≤ d * frobSq X := by
  have hX : frobSq Xᴴ = frobSq X := by
    unfold frobSq
    rw [Finset.sum_comm]
    simp only [Matrix.conjTranspose_apply, norm_star]
  have hXR : frobSq (X * R)ᴴ = frobSq (X * R) := by
    unfold frobSq
    rw [Finset.sum_comm]
    simp only [Matrix.conjTranspose_apply, norm_star]
  -- the adjoint turns the right environment into a left one
  have h := left_bounds (L := Rᴴ) (a := c) (b := d)
    (by rw [Matrix.conjTranspose_conjTranspose]; exact hR) Xᴴ
  rwa [← Matrix.conjTranspose_mul, hX, hXR] at h
```

The main theorem chains the two results after rebracketing \(LXR\) as \(L(XR)\). The hypotheses contain `0 ≤ a` but no sign condition on `b`, `c` or `d`, so the upper bound splits on the sign of `b`. For negative `b`, the inequality \(0\le\|LX\|^2\le b\|X\|^2\) forces \(\|X\|^2=0\). The same argument gives \(\|XR\|^2=0\), and the bound reduces to \(0\le0\).

```lean
/-- In a general gauge, the squared norm of `L X R` lies between `a c` and `b d` times
the squared norm of the bond matrix `X`. -/
theorem gauge_bounds [DecidableEq p] [DecidableEq q] {L : Matrix m p ℂ} {R : Matrix q n ℂ}
    {a b c d : ℝ} (ha : 0 ≤ a) (hL : Between a (Lᴴ * L) b) (hR : Between c (R * Rᴴ) d)
    (X : Matrix p q ℂ) :
    a * c * frobSq X ≤ frobSq (L * X * R) ∧ frobSq (L * X * R) ≤ b * d * frobSq X := by
  obtain ⟨l1, l2⟩ := left_bounds hL (X * R)
  obtain ⟨r1, r2⟩ := right_bounds hR X
  rw [Matrix.mul_assoc L X R]
  constructor
  · have := mul_le_mul_of_nonneg_left r1 ha
    linarith
  · rcases le_or_gt 0 b with hb | hb
    · have := mul_le_mul_of_nonneg_left r2 hb
      linarith
    · -- a negative b forces every bond matrix to vanish
      have hz : ∀ y : ℝ, 0 ≤ y → 0 ≤ b * y → y = 0 := fun y hy h => by nlinarith
      have x0 := hz _ (frobSq_nonneg X)
        ((frobSq_nonneg (L * X)).trans (left_bounds hL X).2)
      have y0 := hz _ (frobSq_nonneg (X * R)) ((frobSq_nonneg (L * (X * R))).trans l2)
      rw [y0] at l2
      rw [x0]
      linarith
```

For the truncation, both ends of the bond carry the same index type `k`, the weights `s` may be complex, and `K` is any set of kept indices, not necessarily those of the largest weights. `hD` computes the discarded part of the bond matrix and `hw` its squared norm. Factoring \(L\) and \(R\) out of the difference then leaves an instance of `gauge_bounds`. The truncated state is not renormalised, so the error is the distance to the state as it stands after the cut.

```lean
/-- Keeping only the bond weights in `K` changes the state by a squared error between
`a c` and `b d` times the discarded weight. -/
theorem truncation_error [DecidableEq k] {L : Matrix m k ℂ} {R : Matrix k n ℂ}
    {a b c d : ℝ} (ha : 0 ≤ a) (hL : Between a (Lᴴ * L) b) (hR : Between c (R * Rᴴ) d)
    (s : k → ℂ) (K : Finset k) :
    a * c * ∑ i ∈ Kᶜ, ‖s i‖ ^ 2 ≤
        frobSq (L * diagonal s * R - L * diagonal (fun i => if i ∈ K then s i else 0) * R) ∧
      frobSq (L * diagonal s * R - L * diagonal (fun i => if i ∈ K then s i else 0) * R) ≤
        b * d * ∑ i ∈ Kᶜ, ‖s i‖ ^ 2 := by
  -- the discarded part of the bond matrix is again diagonal
  have hD : diagonal s - diagonal (fun i => if i ∈ K then s i else 0)
      = diagonal (fun i => if i ∈ K then 0 else s i) := by
    rw [Matrix.diagonal_sub]
    congr 1
    funext i
    by_cases hi : i ∈ K <;> simp [hi]
  have hw : frobSq (diagonal (fun i => if i ∈ K then 0 else s i))
      = ∑ i ∈ Kᶜ, ‖s i‖ ^ 2 := by
    have h1 : frobSq (diagonal (fun i => if i ∈ K then 0 else s i))
        = ∑ i, ‖(if i ∈ K then 0 else s i)‖ ^ 2 := by
      unfold frobSq
      refine Finset.sum_congr rfl fun i _ => ?_
      rw [Finset.sum_eq_single i]
      · rw [Matrix.diagonal_apply_eq]
      · intro j _ hj
        rw [Matrix.diagonal_apply_ne _ hj.symm]
        simp
      · intro h
        exact absurd (Finset.mem_univ i) h
    rw [h1, ← Finset.sum_subset (Finset.subset_univ Kᶜ)]
    · refine Finset.sum_congr rfl fun i hi => ?_
      rw [if_neg (Finset.mem_compl.mp hi)]
    · intro i _ hi
      have hK : i ∈ K := by simpa using hi
      simp [hK]
  rw [← Matrix.sub_mul, ← Matrix.mul_sub, hD, ← hw]
  exact gauge_bounds ha hL hR _
```

The relative bound is stated as a product, so it needs no assumption that \(X\) or \(LXR\) is nonzero; when either vanishes it still holds but says nothing about the error. The two multiplied inequalities `h1` and `h2` are the two halves of the chain derived above. If \(ac\le0\), the left side is not positive and the statement carries no information.

```lean
/-- Replacing `X` by `Y` on the bond gives a relative squared error of the state at most
`b d / (a c)` times that of the bond matrix, written here without division. -/
theorem relative_error [DecidableEq p] [DecidableEq q] {L : Matrix m p ℂ}
    {R : Matrix q n ℂ} {a b c d : ℝ} (ha : 0 ≤ a) (hL : Between a (Lᴴ * L) b)
    (hR : Between c (R * Rᴴ) d) (X Y : Matrix p q ℂ) :
    (a * c * frobSq X) * frobSq (L * X * R - L * Y * R) ≤
      (b * d * frobSq (X - Y)) * frobSq (L * X * R) := by
  rw [← Matrix.sub_mul, ← Matrix.mul_sub]
  have h1 := mul_le_mul_of_nonneg_right (gauge_bounds ha hL hR X).1
    (frobSq_nonneg (L * (X - Y) * R))
  have h2 := mul_le_mul_of_nonneg_right (gauge_bounds ha hL hR (X - Y)).2
    (frobSq_nonneg (L * X * R))
  linarith
```

The exact scaling law needs no semidefinite bounds, only the two eigenvalue equations. The first line of the `calc` block expands the adjoint and rebrackets. The other three follow the trace computation: insert \(\mu\), move \(R^\dagger\) around the trace, insert \(\nu\).

```lean
/-- If `X` is an eigenmatrix of both Gram matrices, with eigenvalues `μ` and `ν`, then the
squared norm of `L X R` is exactly `μ ν` times that of `X`. -/
theorem eigenmatrix_scaling {L : Matrix m p ℂ} {R : Matrix q n ℂ} {X : Matrix p q ℂ}
    {μ ν : ℝ} (hL : Lᴴ * L * X = (μ : ℂ) • X) (hR : X * (R * Rᴴ) = (ν : ℂ) • X) :
    frobSq (L * X * R) = μ * ν * frobSq X := by
  apply Complex.ofReal_injective
  rw [Complex.ofReal_mul, Complex.ofReal_mul, frobSq_eq_trace, frobSq_eq_trace]
  calc trace ((L * X * R)ᴴ * (L * X * R))
      = trace (Rᴴ * (Xᴴ * (Lᴴ * L * X) * R)) := by
        simp only [Matrix.conjTranspose_mul, Matrix.mul_assoc]
    _ = μ * trace (Rᴴ * (Xᴴ * X * R)) := by
        rw [hL]
        simp only [Matrix.mul_smul, Matrix.smul_mul, Matrix.trace_smul, smul_eq_mul]
    _ = μ * trace (Xᴴ * (X * (R * Rᴴ))) := by
        rw [Matrix.trace_mul_comm]
        simp only [Matrix.mul_assoc]
    _ = μ * ν * trace (Xᴴ * X) := by
        rw [hR, Matrix.mul_smul, Matrix.trace_smul, smul_eq_mul]
        ring
```

The last theorem returns to the gauge of the opening example. There \(L^\dagger L=\mathrm{diag}(1,4)\) and \(RR^\dagger=\mathrm{diag}(1,9)\), so \(ac=1\) and \(bd=36\). The bond matrices \(\mathrm{diag}(1,0)\) and \(\mathrm{diag}(0,1)\), both of unit norm, give squared norms 1 and 36, so for this gauge neither constant can be improved. The auxiliary statement `key` says that a real diagonal matrix with non-negative entries is positive semidefinite. It is applied to the four differences \(\mathrm{diag}(0,3)\), \(\mathrm{diag}(3,0)\), \(\mathrm{diag}(0,8)\) and \(\mathrm{diag}(8,0)\).

```lean
/-- For `L = diag(1, 2)` and `R = diag(1, 3)` the Gram bounds are 1, 4 and 1, 9, and two
bond matrices of unit norm attain the lower bound 1 and the upper bound 36. -/
theorem gauge_bounds_sharp_witness :
    Between 1 ((!![1, 0; 0, 2] : Matrix (Fin 2) (Fin 2) ℂ)ᴴ * !![1, 0; 0, 2]) 4 ∧
    Between 1 ((!![1, 0; 0, 3] : Matrix (Fin 2) (Fin 2) ℂ) * !![1, 0; 0, 3]ᴴ) 9 ∧
    frobSq (!![1, 0; 0, 0] : Matrix (Fin 2) (Fin 2) ℂ) = 1 ∧
    frobSq (!![0, 0; 0, 1] : Matrix (Fin 2) (Fin 2) ℂ) = 1 ∧
    frobSq ((!![1, 0; 0, 2] : Matrix (Fin 2) (Fin 2) ℂ) * !![1, 0; 0, 0] * !![1, 0; 0, 3])
      = 1 ∧
    frobSq ((!![1, 0; 0, 2] : Matrix (Fin 2) (Fin 2) ℂ) * !![0, 0; 0, 1] * !![1, 0; 0, 3])
      = 36 := by
  have key : ∀ x y : ℝ, 0 ≤ x → 0 ≤ y →
      (diagonal ![(x : ℂ), (y : ℂ)]).PosSemidef := by
    intro x y hx hy
    refine Matrix.posSemidef_diagonal_iff.mpr fun i => ?_
    fin_cases i
    · exact Complex.zero_le_real.mpr hx
    · exact Complex.zero_le_real.mpr hy
  -- both environments are real and diagonal, hence their own adjoints

  have adj2 : (!![1, 0; 0, 2] : Matrix (Fin 2) (Fin 2) ℂ)ᴴ = !![1, 0; 0, 2] := by
    ext i j
    fin_cases i <;> fin_cases j <;> simp [Matrix.conjTranspose_apply]
  have adj3 : (!![1, 0; 0, 3] : Matrix (Fin 2) (Fin 2) ℂ)ᴴ = !![1, 0; 0, 3] := by
    ext i j
    fin_cases i <;> fin_cases j <;> simp [Matrix.conjTranspose_apply]
  rw [adj2, adj3]
  refine ⟨⟨?_, ?_⟩, ⟨?_, ?_⟩, ?_, ?_, ?_, ?_⟩
  · convert key 0 3 (by norm_num) (by norm_num) using 1
    ext i j
    fin_cases i <;> fin_cases j <;> simp <;> norm_num
  · convert key 3 0 (by norm_num) (by norm_num) using 1
    ext i j
    fin_cases i <;> fin_cases j <;> simp <;> norm_num
  · convert key 0 8 (by norm_num) (by norm_num) using 1
    ext i j
    fin_cases i <;> fin_cases j <;> simp <;> norm_num
  · convert key 8 0 (by norm_num) (by norm_num) using 1
    ext i j
    fin_cases i <;> fin_cases j <;> simp <;> norm_num
  all_goals
    simp [frobSq, Matrix.mul_apply, Fin.sum_univ_succ] <;> norm_num

end

end BondTruncationGauge
```

```lean
#print axioms BondTruncationGauge.gauge_bounds
-- 'BondTruncationGauge.gauge_bounds' depends on axioms: [propext, Classical.choice, Quot.sound]
#print axioms BondTruncationGauge.truncation_error
-- 'BondTruncationGauge.truncation_error' depends on axioms: [propext, Classical.choice, Quot.sound]
#print axioms BondTruncationGauge.relative_error
-- 'BondTruncationGauge.relative_error' depends on axioms: [propext, Classical.choice, Quot.sound]
#print axioms BondTruncationGauge.eigenmatrix_scaling
-- 'BondTruncationGauge.eigenmatrix_scaling' depends on axioms: [propext, Classical.choice, Quot.sound]
```

The form \(LXR\) assumes that the surroundings of the bond factorise into a left and a right part. This is the case when cutting the bond disconnects the network, as in an open chain or a tree. The surroundings of a bond that lies on a loop of the network generally do not factorise, and the theorems do not apply to it in this form. Nor do they say how errors from successive truncations accumulate, or which weights are best discarded in a given gauge.
